# At fixed chemical potential, degeneracies set the low-temperature mean number when exactly M and M + 1 particles tie

Q: I am testing a grand-canonical code on a Hubbard atom, a single orbital of energy $\varepsilon$ with repulsion $U>0$ between two electrons. I set the chemical potential to $\mu=\varepsilon$, lower the temperature, and compare the mean electron number with a reference value. Zero and one electron are then equally favourable, so I would enter $1/2$ as the reference. Is that right?

A: No, the reference is $2/3$. The singly occupied sector contains two spin states and the empty sector one, and all three states are equally likely in the limit. In general, let $n=0,\dots,K$ be the particle number, $E(n)$ the energy and $g_n>0$ the degeneracy of the sector with $n$ particles. If $E(n)-\mu n$ is minimised exactly at $M$ and $M+1$, the mean number tends to
$$M+\frac{g_{M+1}}{g_M+g_{M+1}}$$
as the inverse temperature $\beta=1/(k_BT)$ tends to infinity.

Q: Show me the derivation before any code.

A: Write $\Omega_n=E(n)-\mu n$ and let $w$ be its minimum. For any function $A(n)$ of the particle number, multiply the numerator and denominator of the ensemble mean by $e^{\beta w}$:
$$\langle A\rangle_\beta=\frac{\sum_{n=0}^K A(n)\,g_n e^{-\beta\Omega_n}}{\sum_{n=0}^K g_n e^{-\beta\Omega_n}}=\frac{\sum_{n=0}^K A(n)\,g_n e^{-\beta(\Omega_n-w)}}{\sum_{n=0}^K g_n e^{-\beta(\Omega_n-w)}}.$$
For $n=M$ and $n=M+1$ the exponential is $1$ at every $\beta$. For every other $n$ we have $\Omega_n-w>0$, so it tends to $0$. The sums are finite, so the limit can be taken term by term, and the limiting denominator $g_M+g_{M+1}$ is positive. Hence
$$\langle A\rangle_\beta\to\frac{A(M)g_M+A(M+1)g_{M+1}}{g_M+g_{M+1}}.$$
Put $f=g_{M+1}/(g_M+g_{M+1})$. With $A(n)=n$ the limit is $M(1-f)+(M+1)f=M+f$.

The same formula gives the energy and the fluctuations. With $A=E$ the limit is $E(M)+f\,[E(M+1)-E(M)]$. The variance tends to
$$M^2(1-f)+(M+1)^2f-(M+f)^2=f(1-f)=\frac{g_Mg_{M+1}}{(g_M+g_{M+1})^2}.$$

Q: Now the formal version. What is a "sector" there? I suspect that some physics has been lost.

A: Some has been left out. A sector is one energy and one degeneracy for each particle number.

In Lean 4 with Mathlib:

```lean
import Mathlib

open Filter Topology

namespace GrandCanonicalDegeneratePair

noncomputable section

/-- The energy `E(n) - μ n` of the sector with `n` particles at chemical potential `μ`. -/
def sectorEnergy (E : ℕ → ℝ) (μ : ℝ) (n : ℕ) : ℝ := E n - μ * n

/-- The grand-canonical weight of the `n`-particle sector with degeneracy `g n`. -/
def weight (g E : ℕ → ℝ) (μ β : ℝ) (n : ℕ) : ℝ :=
  g n * Real.exp (-β * sectorEnergy E μ n)

/-- The grand-canonical mean of a function `A` of the particle number `n = 0, ..., K`. -/
def ensembleMean (K : ℕ) (g E : ℕ → ℝ) (μ β : ℝ) (A : ℕ → ℝ) : ℝ :=
  (∑ n ∈ Finset.range (K + 1), A n * weight g E μ β n) /
    ∑ n ∈ Finset.range (K + 1), weight g E μ β n
```

A: `sectorEnergy` is $\Omega_n$, `weight` is $g_ne^{-\beta\Omega_n}$, and `ensembleMean` is the normalised average. The range `Finset.range (K + 1)` is $0,\dots,K$. The functions `E` and `g` are defined on all natural numbers, but only their values up to $K$ matter. Degeneracies are real numbers, so integers are a special case.

Excited levels within a sector are absent, and so are observables that are not functions of $n$. The particle number is also bounded, as it is for electrons in finitely many orbitals.

```lean
/-- The grand-canonical mean particle number. -/
def meanNumber (K : ℕ) (g E : ℕ → ℝ) (μ β : ℝ) : ℝ :=
  ensembleMean K g E μ β (fun n => (n : ℝ))
```

Q: And "minimised exactly at $M$ and $M+1$"? A statement that only made the two energies equal would be too weak.

A: It has three parts: both sectors are allowed, their values of $\Omega$ agree, and every other allowed sector lies strictly higher.

```lean
/-- Among `n = 0, ..., K`, the energy `E(n) - μ n` is minimised exactly at `M` and `M + 1`. -/
def DegeneratePair (K : ℕ) (E : ℕ → ℝ) (μ : ℝ) (M : ℕ) : Prop :=
  M + 1 ≤ K ∧ sectorEnergy E μ (M + 1) = sectorEnergy E μ M ∧
    ∀ n ≤ K, n ≠ M → n ≠ M + 1 → sectorEnergy E μ M < sectorEnergy E μ n
```

Q: What goes wrong if a third sector ties with them?

A: Set $U=0$ in your atom at $\mu=\varepsilon$. Then $\Omega_0=\Omega_1=\Omega_2=0$ and the degeneracies are $1,2,1$. The mean number is $(0\cdot1+1\cdot2+2\cdot1)/4=1$ at every temperature, whereas the formula with $M=0$ would give $2/3$.

Q: And the smallest case that is allowed?

A: $K=1$ and $M=0$. There are no other sectors to freeze out, so the mean equals $g_1/(g_0+g_1)$ at every $\beta$. For a spinless level with $g_0=g_1=1$ that is your $1/2$.

Q: Then take me through the proof. Where is the shift by $w$?

A: It comes first, and it holds for any reference $w$, not only the minimum. The lemma factors $e^{-\beta w}$ out of each weight, carries it outside both sums, and cancels it because an exponential is never zero.

```lean
/-- Ensemble means can be computed with sector energies measured from any reference `w`. -/
theorem ensembleMean_shift (K : ℕ) (g E : ℕ → ℝ) (μ β w : ℝ) (A : ℕ → ℝ) :
    ensembleMean K g E μ β A =
      (∑ n ∈ Finset.range (K + 1),
        A n * (g n * Real.exp (-β * (sectorEnergy E μ n - w)))) /
      ∑ n ∈ Finset.range (K + 1), g n * Real.exp (-β * (sectorEnergy E μ n - w)) := by
  -- every weight contains the same factor exp(-β w)
  have h : ∀ n, weight g E μ β n =
      Real.exp (-β * w) * (g n * Real.exp (-β * (sectorEnergy E μ n - w))) := by
    intro n
    unfold weight
    rw [show -β * sectorEnergy E μ n = -β * w + -β * (sectorEnergy E μ n - w) by ring,
      Real.exp_add]
    ring
  have num : ∑ n ∈ Finset.range (K + 1), A n * weight g E μ β n =
      Real.exp (-β * w) * ∑ n ∈ Finset.range (K + 1),
        A n * (g n * Real.exp (-β * (sectorEnergy E μ n - w))) := by
    rw [Finset.mul_sum]
    exact Finset.sum_congr rfl (fun n _ => by rw [h n]; ring)
  have den : ∑ n ∈ Finset.range (K + 1), weight g E μ β n =
      Real.exp (-β * w) * ∑ n ∈ Finset.range (K + 1),
        g n * Real.exp (-β * (sectorEnergy E μ n - w)) := by
    rw [Finset.mul_sum]
    exact Finset.sum_congr rfl (fun n _ => h n)
  unfold ensembleMean
  rw [num, den, mul_div_mul_left _ _ (Real.exp_pos _).ne']
```

A: Next comes the term-by-term limit, with $S$ the set of all minimising sectors, however many there are. `tendsto_finsetSum` reduces the limit of the sum to the limits of its terms, and `by_cases` asks whether $n$ belongs to $S$. If it does, the exponential is $1$ and the term is constant. If it does not, the positive gap sends the exponential to zero. The last line turns a sum over all sectors, with zeros outside $S$, into a sum over $S$.

```lean
/-- With energies measured from the minimum `w`, attained exactly on `S`, a weighted sum over
all sectors tends to the sum over `S` as `β → ∞`. -/
theorem shifted_sum_tendsto {K : ℕ} {E : ℕ → ℝ} {μ w : ℝ} {S : Finset ℕ} (g A : ℕ → ℝ)
    (hS : S ⊆ Finset.range (K + 1)) (hmin : ∀ n ∈ S, sectorEnergy E μ n = w)
    (hgap : ∀ n ≤ K, n ∉ S → w < sectorEnergy E μ n) :
    Tendsto (fun β : ℝ => ∑ n ∈ Finset.range (K + 1),
      A n * (g n * Real.exp (-β * (sectorEnergy E μ n - w)))) atTop
      (𝓝 (∑ n ∈ S, A n * g n)) := by
  have key : Tendsto (fun β : ℝ => ∑ n ∈ Finset.range (K + 1),
      A n * (g n * Real.exp (-β * (sectorEnergy E μ n - w)))) atTop
      (𝓝 (∑ n ∈ Finset.range (K + 1), if n ∈ S then A n * g n else 0)) := by
    apply tendsto_finsetSum
    intro n hn
    by_cases h : n ∈ S
    · -- a minimising sector keeps Boltzmann factor one
      rw [if_pos h]
      simp only [hmin n h, sub_self, mul_zero, Real.exp_zero, mul_one]
      exact tendsto_const_nhds
    · -- a sector above the minimum is frozen out
      rw [if_neg h]
      have hpos : 0 < sectorEnergy E μ n - w :=
        sub_pos.mpr (hgap n (Nat.lt_succ_iff.mp (Finset.mem_range.mp hn)) h)
      have h1 : Tendsto (fun β : ℝ => Real.exp (-(β * (sectorEnergy E μ n - w))))
          atTop (𝓝 0) :=
        Real.tendsto_exp_neg_atTop_nhds_zero.comp (tendsto_id.atTop_mul_const hpos)
      have h2 := h1.const_mul (A n * g n)
      rw [mul_zero] at h2
      refine h2.congr (fun β => ?_)
      rw [neg_mul, mul_assoc]
  rwa [Finset.sum_ite_mem, Finset.inter_eq_right.mpr hS] at key
```

A: The quotient is then handled by using this lemma twice, with $A$ for the numerator and with the constant $1$ for the denominator. Positive degeneracies and a nonempty $S$ keep the limiting denominator away from zero.

```lean
/-- As `β → ∞`, the mean of any function of particle number tends to its degeneracy-weighted
average over the set `S` of sectors that minimise `E(n) - μ n`. -/
theorem ensembleMean_tendsto {K : ℕ} {g E : ℕ → ℝ} {μ w : ℝ} {S : Finset ℕ} (A : ℕ → ℝ)
    (hg : ∀ n ≤ K, 0 < g n) (hne : S.Nonempty)
    (hS : S ⊆ Finset.range (K + 1)) (hmin : ∀ n ∈ S, sectorEnergy E μ n = w)
    (hgap : ∀ n ≤ K, n ∉ S → w < sectorEnergy E μ n) :
    Tendsto (fun β => ensembleMean K g E μ β A) atTop
      (𝓝 ((∑ n ∈ S, A n * g n) / ∑ n ∈ S, g n)) := by
  have hpos : 0 < ∑ n ∈ S, g n := Finset.sum_pos
    (fun n hn => hg n (Nat.lt_succ_iff.mp (Finset.mem_range.mp (hS hn)))) hne
  have hnum := shifted_sum_tendsto g A hS hmin hgap
  have hden := shifted_sum_tendsto g (fun _ => 1) hS hmin hgap
  simp only [one_mul] at hden
  exact (hnum.div hden hpos.ne').congr (fun β => (ensembleMean_shift K g E μ β w A).symm)
```

Q: So a triple tie is covered after all?

A: Yes, by this more general theorem, with $S$ containing all three sectors. The two-sector formula is the case $S=\{M,M+1\}$. The next proof checks that this set satisfies the hypotheses and writes out its two sums.

```lean
/-- If exactly `M` and `M + 1` minimise `E(n) - μ n`, ensemble means tend to the
degeneracy-weighted average over these two sectors. -/
theorem ensembleMean_tendsto_pair {K M : ℕ} {g E : ℕ → ℝ} {μ : ℝ} (A : ℕ → ℝ)
    (hg : ∀ n ≤ K, 0 < g n) (hM : DegeneratePair K E μ M) :
    Tendsto (fun β => ensembleMean K g E μ β A) atTop
      (𝓝 ((A M * g M + A (M + 1) * g (M + 1)) / (g M + g (M + 1)))) := by
  obtain ⟨hK, heq, hgap⟩ := hM
  have hne : M ≠ M + 1 := by omega
  have h := ensembleMean_tendsto (K := K) (g := g) (E := E) (μ := μ)
    (w := sectorEnergy E μ M) (S := {M, M + 1}) A hg ⟨M, by simp⟩
    (by
      intro n hn
      simp only [Finset.mem_insert, Finset.mem_singleton] at hn
      rw [Finset.mem_range]
      omega)
    (by
      intro n hn
      simp only [Finset.mem_insert, Finset.mem_singleton] at hn
      rcases hn with h | h
      · rw [h]
      · rw [h, heq])
    (by
      intro n hn hnS
      simp only [Finset.mem_insert, Finset.mem_singleton, not_or] at hnS
      exact hgap n hn hnS.1 hnS.2)
  rwa [Finset.sum_pair hne, Finset.sum_pair hne] at h

/-- The sum of the degeneracies of two neighbouring allowed sectors is nonzero. -/
private theorem pair_ne_zero {K M : ℕ} {g : ℕ → ℝ} (hg : ∀ n ≤ K, 0 < g n)
    (hK : M + 1 ≤ K) : g M + g (M + 1) ≠ 0 :=
  (add_pos (hg M (by omega)) (hg (M + 1) hK)).ne'
```

Q: Which theorem is the one I asked about?

A: This one. `Tendsto … atTop (𝓝 …)` says that the mean number, as a function of the real variable $\beta$, converges to the stated value as $\beta\to\infty$, with $\mu$ held fixed. The proof puts $M+f$ over the common denominator and applies the two-sector limit with $A(n)=n$.

```lean
/-- If `E(n) - μ n` is minimised exactly at `M` and `M + 1`, the mean particle number tends to
`M + g(M+1) / (g(M) + g(M+1))` as `β → ∞`. -/
theorem meanNumber_tendsto {K M : ℕ} {g E : ℕ → ℝ} {μ : ℝ}
    (hg : ∀ n ≤ K, 0 < g n) (hM : DegeneratePair K E μ M) :
    Tendsto (fun β => meanNumber K g E μ β) atTop
      (𝓝 ((M : ℝ) + g (M + 1) / (g M + g (M + 1)))) := by
  have hs := pair_ne_zero hg hM.1
  have e : (M : ℝ) + g (M + 1) / (g M + g (M + 1)) =
      ((M : ℝ) * g M + ((M + 1 : ℕ) : ℝ) * g (M + 1)) / (g M + g (M + 1)) := by
    rw [eq_div_iff hs, add_mul, div_mul_cancel₀ _ hs]
    push_cast
    ring
  rw [e]
  exact ensembleMean_tendsto_pair (fun n => (n : ℝ)) hg hM
```

Q: The energy limit is a linear interpolation between integers. Is this the piecewise linearity of $E(N)$ that people invoke for fractional charge?

A: It gives one point on the segment between $E(M)$ and $E(M+1)$, namely the one at fraction $f$. Piecewise linearity concerns every fraction between $0$ and $1$. At fixed $\mu$ the degeneracies select a single fraction, so the theorem does not trace out the line.

```lean
/-- If `E(n) - μ n` is minimised exactly at `M` and `M + 1`, then as `β → ∞` the mean energy tends
to the linear interpolation between `E(M)` and `E(M+1)` at the fraction `g(M+1) / (g(M) + g(M+1))`.
-/
theorem meanEnergy_tendsto {K M : ℕ} {g E : ℕ → ℝ} {μ : ℝ}
    (hg : ∀ n ≤ K, 0 < g n) (hM : DegeneratePair K E μ M) :
    Tendsto (fun β => ensembleMean K g E μ β E) atTop
      (𝓝 (E M + g (M + 1) / (g M + g (M + 1)) * (E (M + 1) - E M))) := by
  have hs := pair_ne_zero hg hM.1
  have hc : g (M + 1) / (g M + g (M + 1)) * (g M + g (M + 1)) = g (M + 1) :=
    div_mul_cancel₀ _ hs
  have e : E M + g (M + 1) / (g M + g (M + 1)) * (E (M + 1) - E M) =
      (E M * g M + E (M + 1) * g (M + 1)) / (g M + g (M + 1)) := by
    rw [eq_div_iff hs]
    linear_combination (E (M + 1) - E M) * hc
  rw [e]
  exact ensembleMean_tendsto_pair E hg hM
```

A: The variance uses the limits for $n^2$ and $n$, followed by the algebra above. It stays positive: the number still fluctuates between the two sectors in the limit.

```lean
/-- If `E(n) - μ n` is minimised exactly at `M` and `M + 1`, then as `β → ∞` the variance of the
particle number tends to `g(M) g(M+1) / (g(M) + g(M+1))²`. -/
theorem numberVariance_tendsto {K M : ℕ} {g E : ℕ → ℝ} {μ : ℝ}
    (hg : ∀ n ≤ K, 0 < g n) (hM : DegeneratePair K E μ M) :
    Tendsto (fun β => ensembleMean K g E μ β (fun n => (n : ℝ) ^ 2) -
      meanNumber K g E μ β ^ 2) atTop
      (𝓝 (g M * g (M + 1) / (g M + g (M + 1)) ^ 2)) := by
  have hs := pair_ne_zero hg hM.1
  have e : g M * g (M + 1) / (g M + g (M + 1)) ^ 2 =
      ((M : ℝ) ^ 2 * g M + ((M + 1 : ℕ) : ℝ) ^ 2 * g (M + 1)) / (g M + g (M + 1)) -
        ((M : ℝ) + g (M + 1) / (g M + g (M + 1))) ^ 2 := by
    push_cast
    field_simp
    ring
  rw [e]
  exact (ensembleMean_tendsto_pair (fun n => (n : ℝ) ^ 2) hg hM).sub
    ((meanNumber_tendsto hg hM).pow 2)
```

Q: When is a half-integer the right reference?

A: If exactly $M$ and $M+1$ tie, it is right if and only if $g_M=g_{M+1}$. In one direction, a function has only one limit, so $M+1/2$ must equal $M+f$, which forces $f=1/2$ and equal degeneracies. In the other direction, equal degeneracies give $f=1/2$ directly.

```lean
/-- The limiting mean number is `M + 1/2` if and only if the two minimising sectors have equal
degeneracies. -/
theorem meanNumber_tendsto_half_iff {K M : ℕ} {g E : ℕ → ℝ} {μ : ℝ}
    (hg : ∀ n ≤ K, 0 < g n) (hM : DegeneratePair K E μ M) :
    Tendsto (fun β => meanNumber K g E μ β) atTop (𝓝 ((M : ℝ) + 1 / 2)) ↔
      g M = g (M + 1) := by
  have hs := pair_ne_zero hg hM.1
  have hlim := meanNumber_tendsto hg hM
  constructor
  · intro h
    have h1 := tendsto_nhds_unique h hlim
    have h2 : g (M + 1) / (g M + g (M + 1)) = 1 / 2 := by linarith
    rw [div_eq_div_iff hs two_ne_zero] at h2
    linarith
  · intro h
    have h2 : g (M + 1) / (g M + g (M + 1)) = 1 / 2 := by
      rw [div_eq_div_iff hs two_ne_zero]
      linarith
    rwa [h2] at hlim
```

Q: Back to my atom. Does the formal model really describe it?

A: Here one energy per particle number loses nothing, because all states with the same $n$ have the same energy, without a magnetic field. The energy is $E(n)=\varepsilon n+Un(n-1)/2$, and the degeneracy $\binom{2}{n}$ counts spin placements, giving $1,2,1$.

```lean
/-- The Hubbard atom: `n` electrons in one orbital of energy `ε` with pair repulsion `U`. -/
def hubbardAtomEnergy (ε U : ℝ) (n : ℕ) : ℝ := ε * n + U * n * (n - 1) / 2

/-- The number of ways to place `n` electrons in the two spin states of one orbital. -/
def spinDegeneracy (n : ℕ) : ℝ := (Nat.choose 2 n : ℝ)
```

A: At $\mu=\varepsilon$ the values of $\Omega_n$ are $0,0,U$. So $M=0$ and the limit is $0+2/(1+2)=2/3$. At $\mu=\varepsilon+U$ they are $0,-U,-U$. So $M=1$ and the limit is $1+1/(2+1)=4/3$. The proof checks these two patterns, using $U>0$ for the strict gap, and then evaluates the general formula.

Q: So for simulation practice I get two reference numbers?

A: Yes, for a single atom with one orbital, no magnetic field and negligible hybridisation with the particle reservoir: a grand-canonical code that treats the repulsion exactly, not in a mean-field approximation, should approach $2/3$ and $4/3$ at these two chemical potentials as the temperature falls. From such a code, a result near $1/2$ at the first would suggest that the spin degeneracy has been left out.

```lean
/-- For the Hubbard atom with `U > 0`, the mean electron number tends to `2/3` at `μ = ε` and
to `4/3` at `μ = ε + U` as `β → ∞`. -/
theorem hubbardAtom_meanNumber_tendsto (ε U : ℝ) (hU : 0 < U) :
    Tendsto (fun β => meanNumber 2 spinDegeneracy (hubbardAtomEnergy ε U) ε β)
      atTop (𝓝 (2 / 3)) ∧
    Tendsto (fun β => meanNumber 2 spinDegeneracy (hubbardAtomEnergy ε U) (ε + U) β)
      atTop (𝓝 (4 / 3)) := by
  have hg : ∀ n ≤ 2, 0 < spinDegeneracy n := by
    intro n hn
    unfold spinDegeneracy
    exact_mod_cast Nat.choose_pos hn
  constructor
  · -- the empty and singly occupied sectors coexist
    have hM : DegeneratePair 2 (hubbardAtomEnergy ε U) ε 0 := by
      refine ⟨by norm_num, ?_, ?_⟩
      · simp only [sectorEnergy, hubbardAtomEnergy]
        push_cast
        ring
      · intro n hn h0 h1
        have h2 : n = 2 := by omega
        subst h2
        simp only [sectorEnergy, hubbardAtomEnergy]
        push_cast
        linarith
    have h := meanNumber_tendsto hg hM
    have e : ((0 : ℕ) : ℝ) + spinDegeneracy (0 + 1) /
        (spinDegeneracy 0 + spinDegeneracy (0 + 1)) = 2 / 3 := by
      norm_num [spinDegeneracy]
    rwa [e] at h
  · -- the singly and doubly occupied sectors coexist
    have hM : DegeneratePair 2 (hubbardAtomEnergy ε U) (ε + U) 1 := by
      refine ⟨by norm_num, ?_, ?_⟩
      · simp only [sectorEnergy, hubbardAtomEnergy]
        push_cast
        ring
      · intro n hn h0 h1
        have h2 : n = 0 := by omega
        subst h2
        simp only [sectorEnergy, hubbardAtomEnergy]
        push_cast
        linarith
    have h := meanNumber_tendsto hg hM
    have e : ((1 : ℕ) : ℝ) + spinDegeneracy (1 + 1) /
        (spinDegeneracy 1 + spinDegeneracy (1 + 1)) = 4 / 3 := by
      norm_num [spinDegeneracy]
    rwa [e] at h

end

end GrandCanonicalDegeneratePair
```

```lean
#print axioms GrandCanonicalDegeneratePair.meanNumber_tendsto
-- 'GrandCanonicalDegeneratePair.meanNumber_tendsto' depends on axioms: [propext, Classical.choice, Quot.sound]
#print axioms GrandCanonicalDegeneratePair.numberVariance_tendsto
-- 'GrandCanonicalDegeneratePair.numberVariance_tendsto' depends on axioms: [propext, Classical.choice, Quot.sound]
#print axioms GrandCanonicalDegeneratePair.meanNumber_tendsto_half_iff
-- 'GrandCanonicalDegeneratePair.meanNumber_tendsto_half_iff' depends on axioms: [propext, Classical.choice, Quot.sound]
#print axioms GrandCanonicalDegeneratePair.hubbardAtom_meanNumber_tendsto
-- 'GrandCanonicalDegeneratePair.hubbardAtom_meanNumber_tendsto' depends on axioms: [propext, Classical.choice, Quot.sound]
```
